# How σ·p and ∇² act on homogeneous polynomial eigenspinors of σ·L

Let ψ be a pair of complex polynomials in x, y, z, both homogeneous of degree d, with σ·L ψ = −(κ+1)ψ. Then

r² σ·p ψ = −i(d+κ+1) σ·r ψ

r² ∇²ψ = (d(d+1) − κ(κ+1)) ψ

Here p = −i∇ (so ħ = 1), L = r×p, and σ stands for the three Pauli matrices. Both formulas rest on the operator identity (σ·r)(σ·p) = r·p + iσ·L.

## Spin and angle in the Dirac equation

In the Dirac equation for an atom, σ·p couples the upper and lower pairs of components. In a central field one wants to separate the radius from the angles and the spin. The angular factors are the spinor spherical harmonics, eigenfunctions of σ·L labelled by κ. In the usual convention κ = −(l+1) for j = l+1/2 and κ = l for j = l−1/2, where l and j are the orbital and total angular momentum quantum numbers.

Kinetic balance in four-component calculations builds small-component functions by applying σ·p to large-component ones. When the polynomial factor of a basis function is a homogeneous eigenspinor of σ·L, the first formula gives this action on that factor, without the exponential or Gaussian.

## The Pauli product and the anticommutator

Number the axes 0, 1, 2 for x, y, z. As subscripts, j, k and l are axis numbers, not quantum numbers. The Pauli matrices satisfy σ_j σ_k = δ_jk + i Σ_l ε_jkl σ_l, where δ_jk is the Kronecker delta and ε_jkl the antisymmetric symbol with ε_012 = 1. For vector operators A and B that act on the polynomials and not on the spin, so that they commute with the Pauli matrices, this gives, with A and B kept in order,

(σ·A)(σ·B) = A·B + iσ·(A×B).

With A = r and B = p it is the identity above. If the components of A commute, A×A = 0, so (σ·r)² = r² and (σ·p)² = −∇².

The product rule gives p_j r_k = r_k p_j − iδ_jk. Hence p·r = r·p − 3i. In the cross product only unequal indices meet, for example

(p×r)_0 = p_1 r_2 − p_2 r_1 = r_2 p_1 − r_1 p_2 = −(r×p)_0,

so p×r = −r×p. Adding the two Pauli products cancels the L terms:

(σ·p)(σ·r) + (σ·r)(σ·p) = 2r·p − 3i.

## From the degree to the two formulas

Euler's identity for homogeneous polynomials gives r·p ψ = −id ψ. Apply p_j and use p_j(r·p) = (r·p)p_j − ip_j:

r·p (p_j ψ) = −i(d−1) p_j ψ.

The Pauli product and the eigenvalue condition now give

(σ·r)(σ·p)ψ = −idψ − i(κ+1)ψ = −i(d+κ+1)ψ.

Another σ·r on the left yields the first formula.

For the second, put φ = σ·p ψ. Applying σ·p to the last equation gives (σ·p)(σ·r)φ = −i(d+κ+1)φ. Since r·p φ = −i(d−1)φ, the anticommutator gives

(σ·r)(σ·p)φ = [−2i(d−1) − 3i + i(d+κ+1)]φ = i(κ−d)φ.

Multiply by σ·r and use (σ·r)φ = −i(d+κ+1)ψ:

r²(σ·p)²ψ = (κ−d)(d+κ+1)ψ.

The left side is −r²∇²ψ. Changing sign and expanding gives d(d+1) − κ(κ+1).

## A p spinor with j = 1/2

Take ψ = (z, x+iy), with d = 1. Direct differentiation gives

L_0 z = −iy, L_1 z = ix, L_2 z = 0,

L_0(x+iy) = −z, L_1(x+iy) = −iz, L_2(x+iy) = x+iy.

The upper component of σ·L ψ is L_2 z + (L_0 − iL_1)(x+iy) = −2z. The lower one is (L_0 + iL_1)z − L_2(x+iy) = −2(x+iy). So κ = 1. The spinor is unnormalised; ψ/(r√(4π)) has unit norm over the sphere.

## Without the eigenvalue condition

The pair ψ = (z, 0), the polynomial factor of a spin-up p_z orbital, is homogeneous of degree 1 but is not an eigenfunction of σ·L. It has

σ·p ψ = (−i, 0) and σ·r ψ = (z², (x+iy)z).

The lower component of the first formula would force κ = −2, and the upper one would then read −ir² = 0. Thus homogeneity alone does not give the first formula for any κ. The second still holds here with κ = 1 or κ = −2, since ∇²z = 0.

## The statement in Lean

A `Spinor` is a pair of polynomials, `Poly`, and an `Op` is any linear operator on polynomials. `position k` multiplies by a coordinate, and `momentum k` is −i times a partial derivative. The name `orbital` means the angular momentum operator L, not a one-electron function. `sigmaDot V ψ` is σ·V ψ, `dotOp` and `cross` are the ordered operator products, and `rSq` is r².

In `spinor_harmonic_action`, `hd` says that both components have degree `d`, a natural number, and `hκ` is the eigenvalue equation. The conclusion holds for each component `a`. The degree d need not equal l: a factor r² raises d by two and leaves κ alone. The theorem allows any complex κ, and does not derive the allowed values.

In a four-component central-field spinor of definite κ, the upper and lower pairs each carry their own radial factor, which need not be polynomial. For a pair f(r)ψ, one further use of the product rule gives the action of σ·p: σ·p(fψ) = f σ·p ψ − i(f′/r) σ·r ψ.

```lean
import Mathlib

open MvPolynomial
open Complex (I)

namespace SpinorSphericalHarmonics

noncomputable section

/-- Complex polynomials in the three Cartesian coordinates. -/
abbrev Poly := MvPolynomial (Fin 3) ℂ

/-- Linear operators on polynomials. -/
abbrev Op := Module.End ℂ Poly

/-- Two-component spinors with polynomial entries. -/
abbrev Spinor := Fin 2 → Poly

/-- The three Pauli matrices. -/
def pauli : Fin 3 → Matrix (Fin 2) (Fin 2) ℂ
  | 0 => !![0, 1; 1, 0]
  | 1 => !![0, -I; I, 0]
  | 2 => !![1, 0; 0, -1]

/-- The position operator: multiplication by a coordinate. -/
def position (k : Fin 3) : Op := LinearMap.mulLeft ℂ (X k)

/-- The momentum operator `p = -i ∇`. -/
def momentum (k : Fin 3) : Op :=
  (-I) • ((pderiv k : Derivation ℂ Poly Poly) : Poly →ₗ[ℂ] Poly)

/-- The scalar product `A · B` of two vector operators, in this order. -/
def dotOp (A B : Fin 3 → Op) : Op := ∑ k, A k * B k

/-- The vector product `A × B` of two vector operators, in this order. -/
def cross (A B : Fin 3 → Op) : Fin 3 → Op
  | 0 => A 1 * B 2 - A 2 * B 1
  | 1 => A 2 * B 0 - A 0 * B 2
  | 2 => A 0 * B 1 - A 1 * B 0

/-- Orbital angular momentum `L = r × p`. -/
def orbital : Fin 3 → Op := cross position momentum

/-- The operator `σ · V` acting on a spinor. -/
def sigmaDot (V : Fin 3 → Op) (ψ : Spinor) : Spinor :=
  fun a => ∑ k, ∑ b, pauli k a b • V k (ψ b)

/-- The squared radius `x² + y² + z²`. -/
def rSq : Poly := ∑ k, X k ^ 2

/-- The Laplacian of a polynomial. -/
def laplacian (f : Poly) : Poly := ∑ k, pderiv k (pderiv k f)

/-- The upper and lower components of `σ · V ψ`. -/
theorem sigmaDot_components (V : Fin 3 → Op) (ψ : Spinor) :
    sigmaDot V ψ 0 = V 2 (ψ 0) + V 0 (ψ 1) - I • V 1 (ψ 1) ∧
    sigmaDot V ψ 1 = V 0 (ψ 0) + I • V 1 (ψ 0) - V 2 (ψ 1) := by
  constructor <;> simp [sigmaDot, pauli, Fin.sum_univ_three] <;> module

/-- A constant factor passes through `σ · V`. -/
theorem sigmaDot_smul (V : Fin 3 → Op) (c : ℂ) (ψ : Spinor) (a : Fin 2) :
    sigmaDot V (fun b => c • ψ b) a = c • sigmaDot V ψ a := by
  simp only [sigmaDot, map_smul, Finset.smul_sum]
  exact Finset.sum_congr rfl fun k _ => Finset.sum_congr rfl fun b _ => smul_comm _ _ _

/-- The components of momentum commute with each other. -/
theorem momentum_comm (j k : Fin 3) (f : Poly) :
    momentum j (momentum k f) = momentum k (momentum j f) := by
  -- the commutator of two partial derivatives is a derivation that kills each coordinate
  have h : ⁅(pderiv j : Derivation ℂ Poly Poly), (pderiv k : Derivation ℂ Poly Poly)⁆ = 0 := by
    refine MvPolynomial.derivation_ext fun i => ?_
    simp only [Derivation.commutator_apply, pderiv_X, Pi.single_apply,
      Derivation.coe_zero, Pi.zero_apply]
    split_ifs <;> simp
  have hc : pderiv j (pderiv k f) = pderiv k (pderiv j f) := by
    apply sub_eq_zero.mp
    rw [← Derivation.commutator_apply, h, Derivation.coe_zero, Pi.zero_apply]
  change (-I) • pderiv j ((-I) • pderiv k f) = (-I) • pderiv k ((-I) • pderiv j f)
  rw [Derivation.map_smul, Derivation.map_smul, hc]

/-- The canonical commutation relation `p_j r_k = r_k p_j - i δ_jk`. -/
theorem momentum_position (j k : Fin 3) (f : Poly) :
    momentum j (position k f) =
      position k (momentum j f) - (if j = k then I else 0) • f := by
  change (-I) • pderiv j (X k * f) = X k * ((-I) • pderiv j f) - _
  rw [Derivation.leibniz]
  rcases eq_or_ne j k with rfl | h
  · rw [if_pos rfl, pderiv_X_self]
    simp only [smul_eq_mul]
    simp only [smul_eq_C_mul, map_neg]
    ring
  · rw [if_neg h, pderiv_X_of_ne h.symm]
    simp only [smul_eq_mul]
    simp only [smul_eq_C_mul, map_neg, map_zero]
    ring

/-- The Pauli product identity `(σ·A)(σ·B) = A·B + i σ·(A × B)` for vector operators;
with `A = r` and `B = p` the last term is `i σ·L`. -/
theorem pauli_product (A B : Fin 3 → Op) (ψ : Spinor) (a : Fin 2) :
    sigmaDot A (sigmaDot B ψ) a = dotOp A B (ψ a) + I • sigmaDot (cross A B) ψ a := by
  match a with
  | 0 =>
    rw [(sigmaDot_components A (sigmaDot B ψ)).1, (sigmaDot_components B ψ).1,
      (sigmaDot_components B ψ).2, (sigmaDot_components (cross A B) ψ).1]
    simp only [dotOp, cross, Fin.sum_univ_three, LinearMap.add_apply, LinearMap.sub_apply,
      Module.End.mul_apply, map_add, map_sub, map_smul, smul_add, smul_sub, smul_smul,
      Complex.I_mul_I, neg_smul, one_smul]
    module
  | 1 =>
    rw [(sigmaDot_components A (sigmaDot B ψ)).2, (sigmaDot_components B ψ).1,
      (sigmaDot_components B ψ).2, (sigmaDot_components (cross A B) ψ).2]
    simp only [dotOp, cross, Fin.sum_univ_three, LinearMap.add_apply, LinearMap.sub_apply,
      Module.End.mul_apply, map_add, map_sub, map_smul, smul_add, smul_sub, smul_smul,
      Complex.I_mul_I, neg_smul, one_smul]
    module

/-- If the components of `V` commute with each other, then `(σ·V)² = V·V`. -/
theorem sigmaDot_sq (V : Fin 3 → Op) (hV : ∀ j k f, V j (V k f) = V k (V j f))
    (ψ : Spinor) (a : Fin 2) :
    sigmaDot V (sigmaDot V ψ) a = dotOp V V (ψ a) := by
  have h0 : cross V V = 0 := funext fun k => LinearMap.ext fun f => by
    match k with
    | 0 => simp [cross, hV 1 2]
    | 1 => simp [cross, hV 2 0]
    | 2 => simp [cross, hV 0 1]
  rw [pauli_product, h0]
  simp [sigmaDot]

/-- The anticommutator `(σ·p)(σ·r) + (σ·r)(σ·p) = 2 r·p - 3i`. -/
theorem sigma_anticommutator (φ : Spinor) (a : Fin 2) :
    sigmaDot momentum (sigmaDot position φ) a + sigmaDot position (sigmaDot momentum φ) a
      = (2 : ℂ) • dotOp position momentum (φ a) - (3 * I) • φ a := by
  have h : cross momentum position = -cross position momentum :=
    funext fun k => LinearMap.ext fun f => by
      match k with
      | 0 => simp [cross, momentum_position]
      | 1 => simp [cross, momentum_position]
      | 2 => simp [cross, momentum_position]
  have hn : sigmaDot (-cross position momentum) φ a
      = -sigmaDot (cross position momentum) φ a := by
    simp only [sigmaDot, Pi.neg_apply, LinearMap.neg_apply, smul_neg,
      Finset.sum_neg_distrib]
  have hdot : dotOp momentum position (φ a)
      = dotOp position momentum (φ a) - (3 * I) • φ a := by
    simp only [dotOp, Fin.sum_univ_three, LinearMap.add_apply, Module.End.mul_apply,
      momentum_position, reduceIte]
    module
  rw [pauli_product momentum position, pauli_product position momentum, h, hn, hdot]
  module

/-- Euler's identity for a homogeneous polynomial `f` of degree `d`: `r·p` multiplies `f`
by `-i d` and each `p_j f` by `-i (d - 1)`. -/
theorem euler_identity {f : Poly} {d : ℕ} (hf : f.IsHomogeneous d) :
    dotOp position momentum f = (-I * d) • f ∧
    ∀ j, dotOp position momentum (momentum j f) = (-I * (d - 1)) • momentum j f := by
  have h1 : dotOp position momentum f = (-I * d) • f := by
    have h := hf.sum_X_mul_pderiv
    rw [Fin.sum_univ_three] at h
    simp only [dotOp, Fin.sum_univ_three, LinearMap.add_apply, Module.End.mul_apply]
    change X 0 * ((-I) • pderiv 0 f) + X 1 * ((-I) • pderiv 1 f)
      + X 2 * ((-I) • pderiv 2 f) = _
    simp only [mul_smul_comm, ← smul_add]
    rw [h, mul_smul, Nat.cast_smul_eq_nsmul ℂ]
  refine ⟨h1, fun j => ?_⟩
  -- apply `p_j` to the first identity and commute it to the right
  have h := congrArg (momentum j) h1
  simp only [dotOp, Fin.sum_univ_three, LinearMap.add_apply, Module.End.mul_apply,
    map_add, map_smul, momentum_position, momentum_comm j] at h ⊢
  have hs : (if j = 0 then I else 0) • momentum 0 f + (if j = 1 then I else 0) • momentum 1 f
      + (if j = 2 then I else 0) • momentum 2 f = I • momentum j f := by
    fin_cases j <;> simp
  linear_combination (norm := module) h + hs

/-- If `ψ` is homogeneous of degree `d` and `σ·L ψ = -(κ+1) ψ`, then
`r² σ·p ψ = -i (d+κ+1) σ·r ψ` and `r² ∇² ψ = (d(d+1) - κ(κ+1)) ψ`. -/
theorem spinor_harmonic_action {ψ : Spinor} {d : ℕ} {κ : ℂ}
    (hd : ∀ a, (ψ a).IsHomogeneous d)
    (hκ : ∀ a, sigmaDot orbital ψ a = (-(κ + 1)) • ψ a) (a : Fin 2) :
    rSq * sigmaDot momentum ψ a = (-I * (d + κ + 1)) • sigmaDot position ψ a ∧
    rSq * laplacian (ψ a) = ((d : ℂ) * (d + 1) - κ * (κ + 1)) • ψ a := by
  -- `(σ·r)(σ·p) ψ` is a multiple of `ψ`
  have h1 : sigmaDot position (sigmaDot momentum ψ)
      = fun b => (-I * (d + κ + 1)) • ψ b := by
    funext b
    rw [pauli_product, (euler_identity (hd b)).1]
    change _ + I • sigmaDot orbital ψ b = _
    rw [hκ]
    module
  have hr : ∀ (χ : Spinor) (b : Fin 2),
      sigmaDot position (sigmaDot position χ) b = rSq * χ b := by
    intro χ b
    rw [sigmaDot_sq position (fun j k f => mul_left_comm (X j) (X k) f)]
    simp only [dotOp, rSq, Fin.sum_univ_three, LinearMap.add_apply, Module.End.mul_apply]
    change X 0 * (X 0 * χ b) + X 1 * (X 1 * χ b) + X 2 * (X 2 * χ b) = _
    ring
  refine ⟨by rw [← hr (sigmaDot momentum ψ) a, h1, sigmaDot_smul position _ ψ a], ?_⟩
  -- `(σ·r)(σ·p)` multiplies `σ·p ψ` (which may be zero) by `i (κ - d)`
  have h2 : sigmaDot position (sigmaDot momentum (sigmaDot momentum ψ))
      = fun b => (I * (κ - d)) • sigmaDot momentum ψ b := by
    funext b
    have hE : dotOp position momentum (sigmaDot momentum ψ b)
        = (-I * (d - 1)) • sigmaDot momentum ψ b := by
      simp only [sigmaDot, map_sum, map_smul, (euler_identity (hd _)).2, Finset.smul_sum]
      exact Finset.sum_congr rfl fun k _ => Finset.sum_congr rfl fun c _ => smul_comm _ _ _
    have h := sigma_anticommutator (sigmaDot momentum ψ) b
    rw [h1, sigmaDot_smul momentum _ ψ b, hE] at h
    linear_combination (norm := module) h
  have hlap : sigmaDot momentum (sigmaDot momentum ψ) a = -laplacian (ψ a) := by
    have hp : ∀ k f, momentum k (momentum k f) = -pderiv k (pderiv k f) := by
      intro k f
      change (-I) • pderiv k ((-I) • pderiv k f) = _
      rw [Derivation.map_smul, smul_smul, neg_mul_neg, Complex.I_mul_I, neg_smul, one_smul]
    rw [sigmaDot_sq momentum momentum_comm]
    simp only [dotOp, laplacian, Fin.sum_univ_three, LinearMap.add_apply,
      Module.End.mul_apply, hp]
    abel
  have h3 : rSq * sigmaDot momentum (sigmaDot momentum ψ) a
      = (I * (κ - d)) • (-I * (d + κ + 1)) • ψ a := by
    rw [← hr (sigmaDot momentum (sigmaDot momentum ψ)) a, h2,
      sigmaDot_smul position _ (sigmaDot momentum ψ) a, h1]
  have hc : I * (κ - d) * (-I * (d + κ + 1)) = -((d : ℂ) * (d + 1) - κ * (κ + 1)) := by
    linear_combination (-(κ - d) * (d + κ + 1)) * Complex.I_sq
  rw [hlap, mul_neg, smul_smul, hc, neg_smul, neg_inj] at h3
  exact h3

/-- The spinor `(z, x + i y)`. -/
def linearSpinor : Spinor := ![X 2, X 0 + I • X 1]

/-- The spinor `(z, x + i y)` is homogeneous of degree 1 and satisfies
`σ·L ψ = -(κ+1) ψ` with `κ = 1`. -/
theorem spinor_harmonic_witness :
    (∀ a, (linearSpinor a).IsHomogeneous 1) ∧
    ∀ a, sigmaDot orbital linearSpinor a = (-((1 : ℂ) + 1)) • linearSpinor a := by
  have e0 : linearSpinor 0 = X 2 := rfl
  have e1 : linearSpinor 1 = X 0 + I • X 1 := rfl
  have hx : ∀ k f, position k f = X k * f := fun _ _ => rfl
  have m : ∀ j k, momentum j (X k) = C (if j = k then -I else 0) := by
    intro j k
    change (-I) • pderiv j (X k) = _
    rcases eq_or_ne j k with rfl | h
    · rw [if_pos rfl, pderiv_X_self, smul_eq_C_mul, mul_one]
    · rw [if_neg h, pderiv_X_of_ne h.symm, smul_zero, map_zero]
  have hI : (C I : Poly) * C I = -1 := by
    rw [← map_mul, Complex.I_mul_I, map_neg, map_one]
  refine ⟨fun a => ?_, fun a => ?_⟩
  · match a with
    | 0 => rw [e0]; exact isHomogeneous_X ℂ 2
    | 1 =>
      rw [e1, smul_eq_C_mul]
      exact (isHomogeneous_X ℂ 0).add
        ((isHomogeneous_C (Fin 3) I).mul (isHomogeneous_X ℂ 1))
  · match a with
    | 0 =>
      rw [(sigmaDot_components orbital linearSpinor).1, e0, e1]
      simp only [orbital, cross, LinearMap.sub_apply, Module.End.mul_apply, map_add,
        map_smul, m, Fin.reduceEq, reduceIte]
      simp only [hx, smul_eq_C_mul, map_neg, map_add, map_zero, map_one]
      linear_combination 2 * X 2 * hI
    | 1 =>
      rw [(sigmaDot_components orbital linearSpinor).2, e0, e1]
      simp only [orbital, cross, LinearMap.sub_apply, Module.End.mul_apply, map_add,
        map_smul, m, Fin.reduceEq, reduceIte]
      simp only [hx, smul_eq_C_mul, map_neg, map_add, map_zero, map_one]
      linear_combination 2 * X 0 * hI

end

end SpinorSphericalHarmonics
```

```lean
#print axioms SpinorSphericalHarmonics.euler_identity
#print axioms SpinorSphericalHarmonics.spinor_harmonic_action
```

```
'SpinorSphericalHarmonics.euler_identity' depends on axioms: [propext, Classical.choice, Quot.sound]
'SpinorSphericalHarmonics.spinor_harmonic_action' depends on axioms: [propext, Classical.choice, Quot.sound]
```

## The proof in Lean

`sigmaDot_components` writes out the two rows of σ·V, and `sigmaDot_smul` moves constants through it. `pauli_product` uses these rows to check each component for arbitrary operators, with `module` collecting the terms. `sigmaDot_sq` is the case of commuting components.

`momentum_comm` shows that the commutator of two partial derivatives is a derivation that vanishes on every coordinate, hence is zero. `momentum_position` is the product rule. From it `sigma_anticommutator` obtains the reversed cross product and the −3i, then adds two Pauli products.

`euler_identity` takes its first half from Mathlib's Euler identity. For the second half it applies p_j and commutes it to the right, as above.

In the main theorem, `h1` is the equation for (σ·r)(σ·p)ψ and `hr` is (σ·r)² = r²; together they prove the first formula. `h2` is the eigenvalue equation for φ, obtained from the anticommutator. `hlap` identifies (σ·p)² with −∇², `h3` combines the two eigenvalues, and `hc` expands their product.

`spinor_harmonic_witness` checks the degree and the eigenvalue of (z, x+iy) by differentiating the coordinates, so the hypotheses are met by a nonzero spinor.
